# Independent occupations have Shannon entropy \(\sum_i s(p_i)\), the maximum for given mean occupations

**Q:** You describe a many-electron configuration by nothing more than the set of filled modes. Is that enough physics to speak of an entropy?

**A:** It is enough for the entropy of occupations. A mode is a one-particle state that is either empty or filled, for example a spin orbital at one k-point. The modes form a finite type `ι`, and a configuration is a subset \(A\) of them, in Lean a `Finset ι`. A statistical state is a weight for every subset. Amplitudes and phases between configurations are left out.

```lean
import Mathlib

open Finset

namespace OccupationEntropy

noncomputable section

variable {ι : Type*} [Fintype ι] [DecidableEq ι]
```

**Q:** And where do the occupation numbers of a smeared calculation enter?

**A:** As probabilities \(p_i\) that mode \(i\) is filled. If the modes are filled independently, configuration \(A\) has probability

\[
P_p(A)=\prod_{i\in A}p_i\prod_{i\notin A}(1-p_i).
\]

This is `indepProb p A`, where `Aᶜ` is the set of empty modes.

```lean
/-- The probability that exactly the modes in `A` are filled, when mode `i` is filled
independently with probability `p i`. -/
def indepProb (p : ι → ℝ) (A : Finset ι) : ℝ :=
  (∏ i ∈ A, p i) * ∏ i ∈ Aᶜ, (1 - p i)
```

**Q:** Independence is a strong assumption for electrons.

**A:** It is, and the definition postulates it. It stands for non-interacting electrons in a grand canonical ensemble, with the eigenstates of the one-particle Hamiltonian as modes; the Boltzmann weight then factorises over modes. For a general distribution \(Q\), possibly correlated, I only define the mean occupation

\[
n_i=\sum_{A\ni i}Q(A),
\]

which is `occupation Q i`.

```lean
/-- The mean occupation of mode `i`: the total weight of the configurations that fill it. -/
def occupation (Q : Finset ι → ℝ) (i : ι) : ℝ :=
  ∑ A : Finset ι, if i ∈ A then Q A else 0
```

The entropy is \(S(Q)=-\sum_A Q(A)\log Q(A)\), with the natural logarithm and \(k_B=1\). Mathlib's `Real.negMulLog` is \(-x\log x\), with value 0 at \(x=0\), as the usual convention requires.

```lean
/-- The Shannon entropy `-∑ Q log Q` of a distribution over configurations. -/
def shannon (Q : Finset ι → ℝ) : ℝ :=
  ∑ A : Finset ι, Real.negMulLog (Q A)
```

**Q:** What do you claim about these objects?

**A:** Write \(s(x)=-x\log x-(1-x)\log(1-x)\) for the binary entropy, `Real.binEntropy` in Lean. There are two main statements. If every \(p_i\) lies in \([0,1]\), endpoints included, then \(S(P_p)=\sum_i s(p_i)\). And if \(Q\) is any nonnegative, normalised distribution, then \(S(Q)\le\sum_i s(n_i)\), with equality if and only if \(Q=P_n\), the independent distribution with the same mean occupations.

If the modes are the one-particle eigenstates, with each spin counted separately, and the \(p_i\) are their Fermi–Dirac occupations, the first sum is the entropy in the free energy of Fermi–Dirac smearing, up to \(k_B\) and k-point weights.

**Q:** Start with normalisation, then. There are \(2^N\) configurations for \(N\) modes.

**A:** They are the terms of one expanded product. From each factor one picks either \(p_i\) or \(1-p_i\), and the set of modes where \(p_i\) was picked is \(A\):

\[
1=\prod_i\bigl(p_i+(1-p_i)\bigr)=\sum_A P_p(A).
\]

`Finset.prod_add` is this expansion, and `simp` reduces the product to one. The identity is algebraic, so the theorem needs no bounds on \(p\). With no modes at all, the empty configuration has probability one.

```lean
/-- The probabilities of all configurations of independent modes sum to one. -/
theorem sum_indepProb (p : ι → ℝ) : ∑ A : Finset ι, indepProb p A = 1 := by
  -- expand the product of `p i + (1 - p i)` over all modes
  have h := Finset.prod_add p (fun i => 1 - p i) Finset.univ
  simp only [Finset.powerset_univ, ← Finset.compl_eq_univ_sdiff, add_sub_cancel,
    Finset.prod_const_one] at h
  exact h.symm
```

**Q:** You call \(p_j\) an occupation. Does it agree with your definition of the mean?

**A:** Yes, by the same expansion with \(1-p_j\) replaced by 0 in factor \(j\) only. The product becomes \(p_j\), because all other factors are still one. In the sum, configurations with \(j\) empty vanish and those with \(j\) filled are unchanged. Hence

\[
p_j=\sum_{A\ni j}P_p(A).
\]

In the proof, `hl` evaluates the product and `hr` identifies each term of the sum, by cases on whether `j ∈ A`.

```lean
/-- For independent modes the mean occupation of mode `j` is `p j`. -/
theorem occupation_indepProb (p : ι → ℝ) (j : ι) : occupation (indepProb p) j = p j := by
  -- the same expansion, with the empty branch of mode `j` deleted
  have h := Finset.prod_add p (fun i => if i = j then (0 : ℝ) else 1 - p i) Finset.univ
  simp only [Finset.powerset_univ, ← Finset.compl_eq_univ_sdiff] at h
  have hl : ∏ i, (p i + if i = j then (0 : ℝ) else 1 - p i) = p j := by
    rw [Finset.prod_eq_single j]
    · simp
    · intro i _ hij
      simp [hij]
    · simp
  have hr : ∀ A : Finset ι, (∏ i ∈ A, p i) * ∏ i ∈ Aᶜ, (if i = j then (0 : ℝ) else 1 - p i)
      = if j ∈ A then indepProb p A else 0 := by
    intro A
    by_cases hj : j ∈ A
    · rw [if_pos hj, indepProb]
      congr 1
      refine Finset.prod_congr rfl fun i hi => if_neg ?_
      intro hij
      rw [hij] at hi
      exact Finset.mem_compl.mp hi hj
    · have hz : ∏ i ∈ Aᶜ, (if i = j then (0 : ℝ) else 1 - p i) = 0 :=
        Finset.prod_eq_zero (Finset.mem_compl.mpr hj) (by simp)
      rw [if_neg hj, hz, mul_zero]
  unfold occupation
  exact (Finset.sum_congr rfl fun A _ => (hr A).symm).trans (h.symm.trans hl)
```

**Q:** Now take a correlated \(Q\). How can you compare it with a product at all?

**A:** Through its vacancies and occupations. Subtracting the definition of \(n_i\) from \(\sum_A Q(A)=1\) gives

\[
1-n_i=\sum_{A\not\ni i}Q(A).
\]

```lean
/-- The vacancy `1 - n i` is the total weight of the configurations that leave mode `i` empty. -/
theorem one_sub_occupation (Q : Finset ι → ℝ) (h1 : ∑ A, Q A = 1) (i : ι) :
    1 - occupation Q i = ∑ A : Finset ι, if i ∈ A then 0 else Q A := by
  rw [← h1, occupation, ← Finset.sum_sub_distrib]
  refine Finset.sum_congr rfl fun A _ => ?_
  split_ifs <;> simp
```

Each of these sums has nonnegative terms, so it is at least as large as any one of them. Therefore \(Q(A)\le n_i\) if \(i\in A\), and \(Q(A)\le 1-n_i\) if \(i\notin A\). `Finset.single_le_sum` supplies that step in both halves of the next lemma.

```lean
/-- A configuration is at most as probable as the occupation of any mode it fills, and as the
vacancy of any mode it leaves empty. -/
theorem prob_le_occupation (Q : Finset ι → ℝ) (h0 : ∀ A, 0 ≤ Q A) (h1 : ∑ A, Q A = 1)
    (A : Finset ι) (i : ι) :
    (i ∈ A → Q A ≤ occupation Q i) ∧ (i ∉ A → Q A ≤ 1 - occupation Q i) := by
  constructor
  · intro hi
    have h := Finset.single_le_sum (f := fun B : Finset ι => if i ∈ B then Q B else 0)
      (fun B _ => by
        show 0 ≤ (if i ∈ B then Q B else 0)
        split_ifs
        exacts [h0 B, le_rfl]) (Finset.mem_univ A)
    simp only [if_pos hi] at h
    exact h
  · intro hi
    rw [one_sub_occupation Q h1 i]
    have h := Finset.single_le_sum (f := fun B : Finset ι => if i ∈ B then 0 else Q B)
      (fun B _ => by
        show 0 ≤ (if i ∈ B then 0 else Q B)
        split_ifs
        exacts [le_rfl, h0 B]) (Finset.mem_univ A)
    simp only [if_neg hi] at h
    exact h
```

**Q:** Why do you want those bounds?

**A:** Because I am about to take the logarithm of \(P_n(A)\), and the rule that splits it into a sum assumes that no factor is zero. The bounds guarantee that wherever \(Q(A)>0\): every factor of \(P_n(A)\) is then at least \(Q(A)\). I also need \(P_p(A)\ge0\), which follows from \(0\le p_i\le1\).

```lean
/-- For occupations between zero and one, every configuration has nonnegative probability. -/
theorem indepProb_nonneg (p : ι → ℝ) (hp : ∀ i, 0 ≤ p i ∧ p i ≤ 1) (A : Finset ι) :
    0 ≤ indepProb p A :=
  mul_nonneg (Finset.prod_nonneg fun i _ => (hp i).1)
    (Finset.prod_nonneg fun i _ => sub_nonneg.mpr (hp i).2)
```

**Q:** And where \(Q(A)=0\)?

**A:** The term \(Q(A)\log P_n(A)\) is zero; Lean gives \(\log 0\) the value 0, so this holds even if \(P_n(A)=0\). For all \(A\) we may therefore write

\[
Q(A)\log P_n(A)=\sum_{i\in A}Q(A)\log n_i+\sum_{i\notin A}Q(A)\log(1-n_i).
\]

Now sum over \(A\) and exchange the two sums. The coefficient of \(\log n_i\) is the total weight of configurations that fill \(i\), which is \(n_i\). The coefficient of \(\log(1-n_i)\) is the vacancy. So

\[
\sum_A Q(A)\log P_n(A)=\sum_i\bigl[n_i\log n_i+(1-n_i)\log(1-n_i)\bigr]=-\sum_i s(n_i).
\]

In Lean, `hlog` is the splitting, `Finset.sum_comm` is the exchange, and `one_sub_occupation` identifies the vacancy.

```lean
/-- Averaging the log-probability of the independent distribution over any `Q` with the same
mean occupations gives minus the sum of the binary entropies of the modes. -/
theorem cross_entropy (Q : Finset ι → ℝ) (h0 : ∀ A, 0 ≤ Q A) (h1 : ∑ A, Q A = 1) :
    ∑ A, Q A * Real.log (indepProb (occupation Q) A)
      = -∑ i, Real.binEntropy (occupation Q i) := by
  -- the logarithm splits into modes wherever `Q` has weight
  have hlog : ∀ A : Finset ι, Q A * Real.log (indepProb (occupation Q) A)
      = ∑ i, ((if i ∈ A then Q A else 0) * Real.log (occupation Q i)
        + (if i ∈ A then 0 else Q A) * Real.log (1 - occupation Q i)) := by
    intro A
    rcases (h0 A).eq_or_lt with h | h
    · simp [← h]
    · have hn : ∀ i ∈ A, occupation Q i ≠ 0 := fun i hi =>
        (h.trans_le ((prob_le_occupation Q h0 h1 A i).1 hi)).ne'
      have hv : ∀ i ∈ Aᶜ, 1 - occupation Q i ≠ 0 := fun i hi =>
        (h.trans_le ((prob_le_occupation Q h0 h1 A i).2 (Finset.mem_compl.mp hi))).ne'
      have hP : Real.log (indepProb (occupation Q) A)
          = ∑ i ∈ A, Real.log (occupation Q i) + ∑ i ∈ Aᶜ, Real.log (1 - occupation Q i) := by
        rw [indepProb, Real.log_mul (Finset.prod_ne_zero_iff.mpr hn)
          (Finset.prod_ne_zero_iff.mpr hv), Real.log_prod, Real.log_prod] <;> assumption
      rw [← Finset.sum_add_sum_compl A, hP, mul_add, Finset.mul_sum, Finset.mul_sum]
      congr 1
      · refine Finset.sum_congr rfl fun i hi => ?_
        simp [hi]
      · refine Finset.sum_congr rfl fun i hi => ?_
        have hi' := Finset.mem_compl.mp hi
        simp [hi']
  -- exchange the sums over configurations and modes
  rw [Finset.sum_congr rfl fun A _ => hlog A, Finset.sum_comm, ← Finset.sum_neg_distrib]
  refine Finset.sum_congr rfl fun i _ => ?_
  rw [Finset.sum_add_distrib, ← Finset.sum_mul, ← Finset.sum_mul,
    ← one_sub_occupation Q h1 i]
  change occupation Q i * Real.log (occupation Q i)
    + (1 - occupation Q i) * Real.log (1 - occupation Q i) = _
  simp only [Real.binEntropy, Real.log_inv]
  ring
```

**Q:** So the correlations in \(Q\) have dropped out of the right-hand side.

**A:** They have, because \(\log P_n\) is a sum of one-mode terms, and the average of such a sum depends only on mean occupations. Additivity is now immediate. Take \(Q=P_p\). Its occupations are \(n_i=p_i\), so the left-hand side is \(\sum_A P_p(A)\log P_p(A)=-S(P_p)\), and

\[
S(P_p)=\sum_i s(p_i).
\]

The Lean proof does the same: `ho` replaces the occupations by `p`, and `linarith` removes the two minus signs.

```lean
/-- The entropy of independent modes is the sum of the binary entropies of their occupations. -/
theorem shannon_indepProb (p : ι → ℝ) (hp : ∀ i, 0 ≤ p i ∧ p i ≤ 1) :
    shannon (indepProb p) = ∑ i, Real.binEntropy (p i) := by
  have hc := cross_entropy (indepProb p) (indepProb_nonneg p hp) (sum_indepProb p)
  have ho : occupation (indepProb p) = p := funext (occupation_indepProb p)
  rw [ho] at hc
  simp only [shannon, Real.negMulLog, neg_mul, Finset.sum_neg_distrib]
  linarith
```

**Q:** That settles the independent case. What makes it a maximum?

**A:** An inequality for two numbers. Let \(q,r>0\) with \(q\neq r\). From \(\log x<x-1\) for \(x\neq1\), with \(x=r/q\), multiplication by \(q\) gives

\[
q\log r-q\log q<r-q,
\qquad\text{that is,}\qquad
-q\log q<-q\log r+r-q.
\]

If \(q=0\) and \(r>0\), the inequality reads \(0<r\). The hypothesis `hs` excludes the remaining bad case, \(q>0\) with \(r=0\).

```lean
/-- Strict Gibbs inequality for a single pair of distinct weights `q` and `r`. -/
theorem gibbs_lt {q r : ℝ} (hq : 0 ≤ q) (hr : 0 ≤ r) (hs : 0 < q → 0 < r) (hne : q ≠ r) :
    Real.negMulLog q < -(q * Real.log r) + r - q := by
  rcases hq.eq_or_lt with h | h
  · subst h
    have hpos : 0 < r := lt_of_le_of_ne hr hne
    simpa using hpos
  · have hr' := hs h
    have h1 := Real.log_lt_sub_one_of_pos (div_pos hr' h)
      (fun e => hne ((div_eq_one_iff_eq h.ne').mp e).symm)
    rw [Real.log_div hr'.ne' h.ne'] at h1
    have h2 := mul_lt_mul_of_pos_left h1 h
    have h3 : q * (r / q - 1) = r - q := by field_simp
    rw [h3] at h2
    rw [Real.negMulLog]
    linarith
```

**Q:** And you apply it with \(q=Q(A)\) and \(r=P_n(A)\)?

**A:** Yes, for each configuration. The earlier bounds show that \(P_n(A)>0\) wherever \(Q(A)>0\). Where the two weights agree, the relation is an equality. Summing over \(A\),

\[
S(Q)\le-\sum_A Q(A)\log P_n(A)+\sum_A P_n(A)-\sum_A Q(A)=\sum_i s(n_i)+1-1.
\]

If \(Q\neq P_n\), they differ at some configuration \(B\), and the sum is strict. If \(Q=P_n\), additivity gives equality. The Lean proof is organised by this distinction: `hb` first shows \(0\le n_i\le1\), `by_cases` separates the two cases, and `Finset.sum_lt_sum` turns strictness at `B` into strictness of the sum.

```lean
/-- The entropy of any distribution over configurations is at most the sum of the binary
entropies of its mean occupations, with equality exactly when the modes are independent. -/
theorem shannon_le_and_eq_iff (Q : Finset ι → ℝ) (h0 : ∀ A, 0 ≤ Q A) (h1 : ∑ A, Q A = 1) :
    shannon Q ≤ ∑ i, Real.binEntropy (occupation Q i) ∧
    (shannon Q = ∑ i, Real.binEntropy (occupation Q i) ↔ Q = indepProb (occupation Q)) := by
  have hb : ∀ i, 0 ≤ occupation Q i ∧ occupation Q i ≤ 1 := by
    intro i
    constructor
    · exact Finset.sum_nonneg fun A _ => by split_ifs; exacts [h0 A, le_rfl]
    · rw [← sub_nonneg, one_sub_occupation Q h1 i]
      exact Finset.sum_nonneg fun A _ => by split_ifs; exacts [le_rfl, h0 A]
  by_cases h : Q = indepProb (occupation Q)
  · have e : shannon Q = ∑ i, Real.binEntropy (occupation Q i) :=
      (congrArg shannon h).trans (shannon_indepProb (occupation Q) hb)
    exact ⟨e.le, fun _ => h, fun _ => e⟩
  · have hs : ∀ A, 0 < Q A → 0 < indepProb (occupation Q) A := fun A hA =>
      mul_pos
        (Finset.prod_pos fun i hi => hA.trans_le ((prob_le_occupation Q h0 h1 A i).1 hi))
        (Finset.prod_pos fun i hi =>
          hA.trans_le ((prob_le_occupation Q h0 h1 A i).2 (Finset.mem_compl.mp hi)))
    have hlt : ∀ A, Q A ≠ indepProb (occupation Q) A → Real.negMulLog (Q A)
        < -(Q A * Real.log (indepProb (occupation Q) A)) + indepProb (occupation Q) A - Q A :=
      fun A hA => gibbs_lt (h0 A) (indepProb_nonneg _ hb A) (hs A) hA
    obtain ⟨B, hB⟩ := Function.ne_iff.mp h
    -- sum the Gibbs inequality; it is strict at the configuration `B`
    have hsum : ∑ A, Real.negMulLog (Q A) < ∑ A, (-(Q A * Real.log
        (indepProb (occupation Q) A)) + indepProb (occupation Q) A - Q A) := by
      refine Finset.sum_lt_sum (fun A _ => ?_) ⟨B, Finset.mem_univ B, hlt B hB⟩
      by_cases e : Q A = indepProb (occupation Q) A
      · rw [← e, Real.negMulLog]
        linarith
      · exact (hlt A e).le
    rw [Finset.sum_sub_distrib, Finset.sum_add_distrib, Finset.sum_neg_distrib,
      cross_entropy Q h0 h1, sum_indepProb, h1] at hsum
    have hfin : shannon Q < ∑ i, Real.binEntropy (occupation Q i) := by
      unfold shannon
      linarith
    exact ⟨hfin.le, fun e => absurd e hfin.ne, fun e => absurd e h⟩

end

end OccupationEntropy
```

```lean
#print axioms OccupationEntropy.shannon_indepProb
-- 'OccupationEntropy.shannon_indepProb' depends on axioms: [propext, Classical.choice, Quot.sound]
#print axioms OccupationEntropy.shannon_le_and_eq_iff
-- 'OccupationEntropy.shannon_le_and_eq_iff' depends on axioms: [propext, Classical.choice, Quot.sound]
```

**Q:** My simulation cell has a fixed number of electrons. Does the equality still describe it?

**A:** The bound applies, since \(Q\) may put all its weight on configurations with the same number of filled modes. But an independent distribution with any fractional occupation has a fluctuating particle number. If every configuration in \(Q\) has the same number of electrons, the inequality is therefore strict unless every occupation is 0 or 1. A calculation with Fermi–Dirac smearing normally fixes only the sum of the occupations, which is the mean number of electrons. That constraint is compatible with independent modes, and for them the equality holds.

**Q:** What else in my calculation does this leave open?

**A:** The values of the occupations. There is no energy, temperature or chemical potential in the statement, so the Fermi function is not derived. The set of modes is finite, and each mode counts once; k-point weights and the limit of a dense mesh are absent. Smearing schemes that produce occupations below 0 or above 1 fall outside the entropy theorems, because such numbers are not probabilities.

**Q:** I am still uneasy about the missing phases. Would a density operator not be more faithful?

**A:** It would cover more states. One would take a density operator \(\rho\) on the Fock space of the modes, replace \(S(Q)\) by the von Neumann entropy \(-\operatorname{Tr}\rho\log\rho\), and read off \(Q(A)=\langle A|\rho|A\rangle\), where \(|A\rangle\) is the Slater determinant of the filled modes. If \(\rho\) is diagonal in these determinants, both entropies coincide and nothing changes. If it is not, deleting the off-diagonal elements raises the entropy, so the bound \(\sum_i s(n_i)\) remains valid, but equality then requires \(\rho\) to be diagonal as well as \(Q\) to be independent. That quantum version is not formalised here; the missing step is the comparison of \(\rho\) with its diagonal.

**Q:** Then for a grand canonical thermal state of non-interacting electrons, with the eigenorbitals of the one-particle Hamiltonian as modes, I lose nothing?

**A:** Nothing for the entropy. That state is diagonal in the determinants built from those orbitals, and its weights have the form \(P_p(A)\).
